# The Sommerfeld energy in terms of the apparent principal quantum number

The declaration `energy_eq` rewrites the Sommerfeld energy of the Dirac-Coulomb problem, in atomic units and with the rest energy c² included, as E = c²(m + g)/N. Here g = √(k² − (Z/c)²) is the radial exponent and N = √((m + k)² − 2m(k − g)) is the apparent principal quantum number. The energy is defined by the closed formula c²/√(1 + (Z/c)²/(m + g)²), not derived from the Dirac equation, and the identity is stated for real numbers with Z > 0, c > 0, Z/c < k and m ≥ 0. The proof shows that the radicand 1 + (Z/c)²/(m + g)² is the square of N/(m + g), then takes the root and simplifies the quotient.

An attempt in Lean 4 with a fault in it:

```lean
import Mathlib

open Filter Topology

namespace EnergyEq

noncomputable section

/-- The exponent `g = √(k² - (Z/c)²)` of the radial Dirac-Coulomb functions, for `c ≠ 0` and
`0 ≤ Z/c ≤ k`. -/
def gam (Z c k : ℝ) : ℝ := √(k ^ 2 - (Z / c) ^ 2)

/-- The apparent principal quantum number `N = √(n² - 2m(k - g))` with `n = m + k`, for `c ≠ 0` and
`0 ≤ Z/c ≤ k`. -/
def apparentN (Z c k m : ℝ) : ℝ := √((m + k) ^ 2 - 2 * m * (k - gam Z c k))

/-- The Sommerfeld energy, rest energy `c²` included, in atomic units, for `c ≠ 0`, `0 ≤ Z/c ≤ k`
and `m + g ≠ 0`. -/
def energy (Z c k m : ℝ) : ℝ :=
  c ^ 2 / √(1 + (Z / c) ^ 2 / (m + gam Z c k) ^ 2)

variable {Z c k m : ℝ}

/-- For `0 < Z/c < k` the radial exponent satisfies `g² = k² - (Z/c)²`. -/
theorem gam_sq (hZ : 0 < Z) (hc : 0 < c) (hk : Z / c < k) :
    gam Z c k ^ 2 = k ^ 2 - (Z / c) ^ 2 := by
  have ha := div_pos hZ hc
  exact Real.sq_sqrt (by nlinarith)

/-- For `0 < Z/c < k` the radial exponent is positive and smaller than `k`. -/
theorem gam_bounds (hZ : 0 < Z) (hc : 0 < c) (hk : Z / c < k) :
    0 < gam Z c k ∧ gam Z c k < k := by
  have ha := div_pos hZ hc
  have hg := gam_sq hZ hc hk
  refine ⟨Real.sqrt_pos.2 (by nlinarith), ?_⟩
  exact lt_of_pow_lt_pow_left₀ 2 (by linarith) (by linarith [pow_pos ha 2])

/-- For `0 < Z/c < k` the apparent principal quantum number obeys
`N² = (m + g)² + (Z/c)²`. -/
theorem apparentN_sq (hZ : 0 < Z) (hc : 0 < c) (hk : Z / c < k) :
    apparentN Z c k m ^ 2 = (m + gam Z c k) ^ 2 + (Z / c) ^ 2 := by
  have hg := gam_sq hZ hc hk
  have e : (m + k) ^ 2 - 2 * m * (k - gam Z c k)
      = (m + gam Z c k) ^ 2 + (Z / c) ^ 2 := by
    linear_combination (-1 : ℝ) * hg
  rw [apparentN, e]
  exact Real.sq_sqrt (by positivity)

/-- For `0 < Z/c < k` and `m ≥ 0` the apparent principal quantum number lies above `m + g`
and does not exceed `n = m + k`. -/
theorem apparentN_bounds (hZ : 0 < Z) (hc : 0 < c) (hk : Z / c < k) (hm : 0 ≤ m) :
    m + gam Z c k < apparentN Z c k m ∧ apparentN Z c k m ≤ m + k := by
  have ha := div_pos hZ hc
  obtain ⟨_, hgk⟩ := gam_bounds hZ hc hk
  constructor
  · refine lt_of_pow_lt_pow_left₀ 2 (Real.sqrt_nonneg _) ?_
    linarith [apparentN_sq (m := m) hZ hc hk, pow_pos ha 2]
  · unfold apparentN
    exact Real.sqrt_le_iff.2
      ⟨by linarith, by nlinarith [mul_nonneg hm (sub_nonneg.2 hgk.le)]⟩

/-- For `0 < Z/c < k` and `m ≥ 0` the Sommerfeld energy is `E = c²(m + g)/N`. -/
theorem energy_eq (hZ : 0 < Z) (hc : 0 < c) (hk : Z / c < k) (hm : 0 ≤ m) :
    energy Z c k m = c ^ 2 * (m + gam Z c k) / apparentN Z c k m := by
  have hs : 0 < m + gam Z c k := by linarith [(gam_bounds hZ hc hk).1]
  have hN : 0 < apparentN Z c k m := hs.trans (apparentN_bounds hZ hc hk hm).1
  -- the radicand is the square of N / (m + g)
  have e : 1 + (Z / c) ^ 2 / (m + gam Z c k) ^ 2
      = (apparentN Z c k m / (m + gam Z c k)) ^ 2 := by
    rw [div_pow, apparentN_sq hZ hc hk, add_div, div_self (pow_ne_zero 2 hs.ne')]
  rw [energy, e, Real.sqrt_sq (div_pos hN hs).le, div_div_eq_mul_div]

end

end EnergyEq
```

Messages:

```
Main.lean:70:17: error: Tactic `rewrite` failed: Did not find an occurrence of the pattern
  apparentN Z c k ?m.159 ^ 2
in the target expression
  1 + Z ^ 2 / c ^ 2 / (m + gam Z c k) ^ 2 = (apparentN Z c k m / (m + gam Z c k)) ^ 2

Z c k m : ℝ
hZ : 0 < Z
hc : 0 < c
hk : Z / c < k
hm : 0 ≤ m
hs : 0 < m + gam Z c k
hN : 0 < apparentN Z c k m
⊢ 1 + Z ^ 2 / c ^ 2 / (m + gam Z c k) ^ 2 = (apparentN Z c k m / (m + gam Z c k)) ^ 2
```

Cause. The message says that `rw` found no `apparentN Z c k ?m.159 ^ 2` to rewrite with `apparentN_sq`. The step before it is to blame. Without arguments, `div_pow` fits any power of a quotient, and `rw` settled on `(Z / c) ^ 2` on the left-hand side. This became `Z ^ 2 / c ^ 2`, as the printed goal shows, while the quotient on the right, `(apparentN Z c k m / (m + gam Z c k)) ^ 2`, stayed whole. The square of `apparentN Z c k m` alone therefore never appeared.

The repair gives `div_pow` the numerator `apparentN Z c k m` and the denominator `m + gam Z c k`, so that it can only rewrite the right-hand side. That exposes the square `apparentN_sq` needs, and leaves `(Z / c) ^ 2` on the left in the form that `apparentN_sq` also produces on the right. After `add_div` and `div_self` the two sides agree, and `rw` closes the goal. The new line break is mere layout.

The mended proof, as a diff:

```diff
@@ -68,5 +68,6 @@
   have e : 1 + (Z / c) ^ 2 / (m + gam Z c k) ^ 2
       = (apparentN Z c k m / (m + gam Z c k)) ^ 2 := by
-    rw [div_pow, apparentN_sq hZ hc hk, add_div, div_self (pow_ne_zero 2 hs.ne')]
+    rw [div_pow (apparentN Z c k m) (m + gam Z c k), apparentN_sq hZ hc hk, add_div,
+      div_self (pow_ne_zero 2 hs.ne')]
   rw [energy, e, Real.sqrt_sq (div_pos hN hs).le, div_div_eq_mul_div]
 
```
